# Moving the middle atom of a linear triatomic with unit bonds sideways by τ makes both bonds √(1 + τ²) long and keeps the end atoms 2 apart

Three atoms lie on a line at x = -1, 0 and 1, and the middle one is moved by τ along the y-axis while the end atoms stay fixed. `bend_lengths` states that, for every real τ, the two distances from the middle atom to its neighbours are then exactly √(1 + τ²), and the distance between the end atoms is 2. This is pure Euclidean geometry with dimensionless coordinates, and the displacement is finite, with no small-τ approximation. The attempt unfolds the distance `sep`, writes the 2 of the third claim as √(2²), and leaves `norm_num` to show that the expressions under the roots agree, with `ring` to help in the second claim.

In Lean, a first try:

```lean
import Mathlib

open Matrix

namespace LinearGeometryDistances

noncomputable section

/-- The Euclidean distance between two points of space. -/
def sep (p q : Fin 3 → ℝ) : ℝ :=
  √((p 0 - q 0) ^ 2 + (p 1 - q 1) ^ 2 + (p 2 - q 2) ^ 2)

/-- Three atoms at (-1, 0, 0), (0, 0, 0) and (1, 0, 0). -/
def linearTriatomic : Fin 3 → Fin 3 → ℝ := ![![-1, 0, 0], ![0, 0, 0], ![1, 0, 0]]

/-- The displacement of the middle atom alone along (0, 1, 0). -/
def bend : Fin 3 → Fin 3 → ℝ := ![![0, 0, 0], ![0, 1, 0], ![0, 0, 0]]

/-- Along the finite bend by `τ` both bonds have length √(1 + τ²) and the distance between
the end atoms stays 2. -/
theorem bend_lengths (τ : ℝ) :
    sep (linearTriatomic 0 + τ • bend 0) (linearTriatomic 1 + τ • bend 1) = √(1 + τ ^ 2) ∧
    sep (linearTriatomic 1 + τ • bend 1) (linearTriatomic 2 + τ • bend 2) = √(1 + τ ^ 2) ∧
    sep (linearTriatomic 0 + τ • bend 0) (linearTriatomic 2 + τ • bend 2) = 2 := by
  refine ⟨?_, ?_, ?_⟩
  · unfold sep
    congr 1
    norm_num [linearTriatomic, bend]
  · unfold sep
    congr 1
    norm_num [linearTriatomic, bend] <;> ring
  · rw [← Real.sqrt_sq (show (0 : ℝ) ≤ 2 by norm_num)]
    unfold sep
    congr 1
    norm_num [linearTriatomic, bend]

end

end LinearGeometryDistances
```

The error:

```
Main.lean:26:2: error: unsolved goals
case refine_1
τ : ℝ
⊢ ![-1, 0, 0] 2 + ![0, 0, 0] 2 - (![0, 0, 0] 2 + ![0, τ, 0] 2) = 0
Try this:
  [apply] ring_nf
  
  The `ring` tactic failed to close the goal. Use `ring_nf` to obtain a normal form.
    
  Note that `ring` works primarily in *commutative* rings. If you have a noncommutative ring, abelian group or module, consider using `noncomm_ring`, `abel` or `module` instead.
Main.lean:29:2: error: unsolved goals
case refine_2
τ : ℝ
⊢ -(τ * vecCons 0 (fun i => vecCons 0 (fun i => 0) i) 2 * 2) +
                                        τ * vecCons 0 (fun i => vecCons 0 (fun i => 0) i) 2 *
                                            vecCons (-1) (fun i => vecCons 0 (fun i => 1) i) 2 *
                                          2 +
                                      τ * vecCons 0 (fun i => vecCons 0 (fun i => 0) i) 2 *
                                          vecCons 0 (fun i => vecCons 1 (fun i => 0) i) 2 *
                                        2 -
                                    τ * ![0, 0, 0] 2 *
                                        vecCons (![0, 0, 0] 2)
                                          (fun i => vecCons (![0, 1, 0] 2) (fun i => ![0, 0, 0] 2) i) 2 *
                                      2 -
                                  τ * ![0, τ, 0] 2 *
                                      vecCons (![0, 0, 0] 2) (fun i => vecCons (![0, 1, 0] 2) (fun i => ![0, 0, 0] 2) i)
                                        2 *
                                    2 +
                                τ *
                                      vecCons (![-1, 0, 0] 2)
                                        (fun i => vecCons (![0, 0, 0] 2) (fun i => ![1, 0, 0] 2) i) 2 *
                                    vecCons (![0, 0, 0] 2) (fun i => vecCons (![0, 1, 0] 2) (fun i => ![0, 0, 0] 2) i)
                                      2 *
                                  2 +
                              τ ^ 2 +
                            τ ^ 2 * vecCons 0 (fun i => vecCons 0 (fun i => 0) i) 2 ^ 2 -
                          τ ^ 2 * vecCons 0 (fun i => vecCons 1 (fun i => 0) i) 2 * 2 +
                        τ ^ 2 * vecCons 0 (fun i => vecCons 1 (fun i => 0) i) 2 ^ 2 +
                      τ ^ 2 * vecCons (![0, 0, 0] 2) (fun i => vecCons (![0, 1, 0] 2) (fun i => ![0, 0, 0] 2) i) 2 ^ 2 +
                    vecCons 0 (fun i => vecCons 0 (fun i => 0) i) 2 ^ 2 +
                  vecCons (-1) (fun i => vecCons 0 (fun i => 1) i) 2 ^ 2 +
                ![0, 0, 0] 2 * ![0, τ, 0] 2 * 2 -
              ![0, 0, 0] 2 * vecCons (![-1, 0, 0] 2) (fun i => vecCons (![0, 0, 0] 2) (fun i => ![1, 0, 0] 2) i) 2 * 2 +
            ![0, 0, 0] 2 ^ 2 -
          ![0, τ, 0] 2 * vecCons (![-1, 0, 0] 2) (fun i => vecCons (![0, 0, 0] 2) (fun i => ![1, 0, 0] 2) i) 2 * 2 +
        ![0, τ, 0] 2 ^ 2 +
      vecCons (![-1, 0, 0] 2) (fun i => vecCons (![0, 0, 0] 2) (fun i => ![1, 0, 0] 2) i) 2 ^ 2 =
    1 + τ ^ 2
Main.lean:32:2: error: unsolved goals
case refine_3
τ : ℝ
⊢ (-1 - (vecCons (-1) (fun i => vecCons 0 (fun i => 1) i) 2 + τ * vecCons 0 (fun i => vecCons 0 (fun i => 0) i) 2)) ^
          2 +
        (-(τ * vecCons 0 (fun i => vecCons 1 (fun i => 0) i) 2) + -vecCons 0 (fun i => vecCons 0 (fun i => 0) i) 2) ^
          2 +
      (![-1, 0, 0] 2 + ![0, 0, 0] 2 -
          (vecCons (![-1, 0, 0] 2) (fun i => vecCons (![0, 0, 0] 2) (fun i => ![1, 0, 0] 2) i) 2 +
            τ * vecCons (![0, 0, 0] 2) (fun i => vecCons (![0, 1, 0] 2) (fun i => ![0, 0, 0] 2) i) 2)) ^
        2 =
    4
```

After these edits no error is left:

```diff
@@ -26,12 +26,18 @@
   · unfold sep
     congr 1
-    norm_num [linearTriatomic, bend]
+    simp only [linearTriatomic, bend, Pi.add_apply, Pi.smul_apply, smul_eq_mul,
+      Matrix.cons_val_zero, Matrix.cons_val_one, Matrix.cons_val]
+    ring
   · unfold sep
     congr 1
-    norm_num [linearTriatomic, bend] <;> ring
+    simp only [linearTriatomic, bend, Pi.add_apply, Pi.smul_apply, smul_eq_mul,
+      Matrix.cons_val_zero, Matrix.cons_val_one, Matrix.cons_val]
+    ring
   · rw [← Real.sqrt_sq (show (0 : ℝ) ≤ 2 by norm_num)]
     unfold sep
     congr 1
-    norm_num [linearTriatomic, bend]
+    simp only [linearTriatomic, bend, Pi.add_apply, Pi.smul_apply, smul_eq_mul,
+      Matrix.cons_val_zero, Matrix.cons_val_one, Matrix.cons_val]
+    ring
 
 end
```

All three errors are unsolved goals in which vectors are still applied to the index 2. The first goal is true, since each entry in it, such as `![-1, 0, 0] 2`, is 0, but Lean has not read the entries off. In the other two goals the index 2 also selects the third atom, so whole positions stay unevaluated.

`norm_num` uses simp lemmas, which deal with indices 0 and 1, but it does not run simprocs, the small programs that `simp` can call. Reading off entry 2 here needs the simproc `Matrix.cons_val`. In the second part `ring` fails too, because it treats the unread entries as unknowns; the "Try this: ring_nf" message reports that failure.

The repair makes the same change in all three parts. `simp only` unfolds the positions, applies the sums and scalar multiples entry by entry, and runs `Matrix.cons_val` because it is named in the list. Only numbers and τ remain, and `ring` proves the resulting identities.
